# The Milne amplitude of two real Schrödinger solutions with nonzero Wronskian is positive and solves the Ermakov–Pinney equation

A real wave function $\psi$ in a one-dimensional potential can have nodes, and at each node its logarithmic derivative $\psi'/\psi$ diverges. Writing $\psi = \rho\cos\theta$, with an amplitude $\rho$ and a phase $\theta$, moves the nodes into the cosine. This helps only if $\rho$ has no zeros of its own: the phase will turn out to advance at a rate proportional to $1/\rho^2$, which diverges wherever $\rho$ vanishes.

Two real functions $u$ and $v$ that satisfy the same Schrödinger equation at every point of the line supply a suitable amplitude, $\rho=\sqrt{u^2+v^2}$, provided that their Wronskian $uv'-u'v$ is nonzero at one point. This $\rho$ is positive on the whole line, is twice differentiable, and obeys a closed nonlinear equation. Some phase–amplitude calculations of scattering and bound states integrate that equation in place of the linear one; the result here concerns one particle in one dimension, with a real potential.

```lean
import Mathlib

namespace MilneAmplitude

noncomputable section
```

## The linear equation and its solutions

For a particle of mass $m$ and energy $E$ in a potential $V$, the stationary Schrödinger equation is

$$\psi''=-q\,\psi,\qquad q(x)=\frac{2m\,(E-V(x))}{\hbar^2}.$$

In Lean, `q` is an arbitrary function from the reals to the reals, with no continuity assumed. A solution is a pair of functions `ψ` and `ψ'`. The prime in `ψ'` is part of a name; what makes it the slope of `ψ` is the first `HasDerivAt` condition. The second condition says that the slope has derivative $-q\psi$.

```lean
/-- The real function `ψ`, with slope `ψ'`, solves the stationary Schrödinger equation
`ψ'' = -q ψ` on the whole line. -/
def SolvesSchrodinger (q ψ ψ' : ℝ → ℝ) : Prop :=
  ∀ x, HasDerivAt ψ (ψ' x) x ∧ HasDerivAt ψ' (-(q x * ψ x)) x
```

Both conditions hold at every real $x$. That solutions exist for a general $q$ is not proved here. A square well is not covered by this definition, because at a finite jump of $V$ the second derivative of $\psi$ does not exist unless $\psi$ vanishes there, and the solutions on the two sides have to be matched separately.

## The nonlinear equation for the amplitude

The Ermakov–Pinney equation with a real constant $W$ is

$$\rho''+q\rho=\frac{W^2}{\rho^3}.$$

The Lean definition again carries the slope as a separate function, and it includes positivity, so the division by $\rho^3$ is always a genuine one.

```lean
/-- The function `ρ`, with slope `ρ'`, is positive and solves the Ermakov-Pinney equation
`ρ'' + q ρ = W² / ρ³` on the whole line. -/
def SolvesErmakov (W : ℝ) (q ρ ρ' : ℝ → ℝ) : Prop :=
  ∀ x, 0 < ρ x ∧ HasDerivAt ρ (ρ' x) x ∧
    HasDerivAt ρ' (W ^ 2 / ρ x ^ 3 - q x * ρ x) x
```

The constant $W$ will be the Wronskian, for which the sign convention is $uv'-u'v$.

```lean
/-- The Wronskian `u v' - u' v` of two functions with given slopes. -/
def wronskian (u u' v v' : ℝ → ℝ) (x : ℝ) : ℝ := u x * v' x - u' x * v x
```

Physically, $W$ measures a current. The complex wave function $u+iv$ has density $\rho^2=u^2+v^2$ and probability current $\hbar W/m$, so $W\neq0$ describes a steady flow, and $W=1$ fixes its normalisation.

```lean
/-- The Milne amplitude `√(u² + v²)` of a pair of real functions. -/
def amplitude (u v : ℝ → ℝ) : ℝ → ℝ := fun x => Real.sqrt (u x ^ 2 + v x ^ 2)
```

Pinney's general solution is the square root of a quadratic form in $u$ and $v$ with three coefficients. The amplitude treated here is the plain sum of squares.

## The Wronskian does not depend on position

Differentiate the Wronskian and insert the Schrödinger equation for both functions:

$$(uv'-u'v)'=u'v'+u(-qv)-(-qu)v-u'v'=0.$$

A function on the line whose derivative is zero everywhere is constant. The potential has cancelled because $u$ and $v$ share the same $q$.

```lean
variable {q u u' v v' ρ ρ' ψ ψ' θ : ℝ → ℝ} {W : ℝ}

/-- The Wronskian of two solutions of the same Schrödinger equation takes the same value
at any two points. -/
theorem wronskian_const (hu : SolvesSchrodinger q u u') (hv : SolvesSchrodinger q v v')
    (x y : ℝ) : wronskian u u' v v' x = wronskian u u' v v' y := by
  have h : ∀ x, HasDerivAt (fun x => u x * v' x - u' x * v x) 0 x := fun x =>
    (((hu x).1.fun_mul (hv x).2).fun_sub ((hu x).2.fun_mul (hv x).1)).congr_deriv (by ring)
  exact is_const_of_deriv_eq_zero (fun x => (h x).differentiableAt) (fun x => (h x).deriv) x y
```

The device that carries this proof, and most of the later ones, is `congr_deriv`. A statement `HasDerivAt f a x` says that $f$ has derivative $a$ at $x$, and the product rule delivers $a$ in whatever shape the rule produces, here a sum of four products. Given a proof that $a=b$, `congr_deriv` turns the statement into `HasDerivAt f b x`. The calculus is then finished, and what is left is an equation between real numbers at a single point. Here `ring` proves that the four products add up to zero, and `is_const_of_deriv_eq_zero` concludes.

## No common zero, hence a positive amplitude

If $u(x)=v(x)=0$ at some $x$, then $u(x)v'(x)-u'(x)v(x)=0$. Where the Wronskian is nonzero, at least one of the two functions is therefore nonzero, so $u^2+v^2>0$ and $\rho>0$.

```lean
/-- The amplitude is positive at every point where the Wronskian does not vanish. -/
theorem amplitude_pos {x : ℝ} (h : wronskian u u' v v' x ≠ 0) : 0 < amplitude u v x := by
  refine Real.sqrt_pos.2 ?_
  by_contra hn
  have hn' := not_lt.1 hn
  have h1 : u x ^ 2 = 0 := by linarith [sq_nonneg (u x), sq_nonneg (v x)]
  have h2 : v x ^ 2 = 0 := by linarith [sq_nonneg (u x), sq_nonneg (v x)]
  -- a common zero of both functions would make the Wronskian vanish
  exact h (by simp [wronskian, pow_eq_zero_iff two_ne_zero |>.1 h1,
    pow_eq_zero_iff two_ne_zero |>.1 h2])
```

The Lean proof runs by contradiction. If $u^2+v^2$ were not positive, both squares would be zero, and so would the Wronskian. Only the values at the point $x$ enter, and the Schrödinger equation is not used.

## The slope of the amplitude

Differentiating $\rho^2=u^2+v^2$ gives $2\rho\rho'=2(uu'+vv')$. Since $\rho>0$,

$$\rho'=\frac{uu'+vv'}{\rho}.$$

```lean
/-- Where the amplitude `ρ` of two differentiable functions is positive, its slope is
`(u u' + v v') / ρ`. -/
theorem amplitude_hasDerivAt {x : ℝ} (hu : HasDerivAt u (u' x) x)
    (hv : HasDerivAt v (v' x) x) (hρ : 0 < amplitude u v x) :
    HasDerivAt (amplitude u v) ((u x * u' x + v x * v' x) / amplitude u v x) x := by
  have hne : u x ^ 2 + v x ^ 2 ≠ 0 := (Real.sqrt_pos.1 hρ).ne'
  have h2 : HasDerivAt (fun y => u y ^ 2 + v y ^ 2) (2 * (u x * u' x + v x * v' x)) x := by
    refine ((hu.fun_pow 2).fun_add (hv.fun_pow 2)).congr_deriv ?_
    simp only [Nat.reduceSub, Nat.cast_ofNat, pow_one]
    ring
  exact (h2.sqrt hne).congr_deriv (mul_div_mul_left _ _ two_ne_zero)
```

Lean differentiates the square root directly. That rule requires a nonzero argument, which `hne` extracts from the positivity of $\rho$; the common factor 2 then cancels.

## The second derivative and Lagrange's identity

Write $N=uu'+vv'$, so that $\rho'=N/\rho$. The Schrödinger equation gives

$$N'=u'^2+v'^2+uu''+vv''=u'^2+v'^2-q(u^2+v^2).$$

By the quotient rule,

$$\rho''=\frac{N'\rho-N\rho'}{\rho^2}=\frac{N'\rho^2-N^2}{\rho^3}.$$

With $\rho^2=u^2+v^2$ the numerator becomes

$$N'\rho^2-N^2=(u^2+v^2)(u'^2+v'^2)-(uu'+vv')^2-q\rho^4.$$

Lagrange's identity states that

$$(u^2+v^2)(u'^2+v'^2)-(uu'+vv')^2=(uv'-u'v)^2.$$

The right-hand side is $W^2$, at every point, because the Wronskian is constant. Hence

$$\rho''=\frac{W^2-q\rho^4}{\rho^3}=\frac{W^2}{\rho^3}-q\rho.$$

```lean
/-- If two real solutions of `ψ'' = -q ψ` have Wronskian `W ≠ 0` at one point, their
amplitude is positive and solves `ρ'' + q ρ = W² / ρ³` on the whole line. -/
theorem amplitude_solvesErmakov (hu : SolvesSchrodinger q u u')
    (hv : SolvesSchrodinger q v v') (hW : W ≠ 0) (x₀ : ℝ)
    (h₀ : wronskian u u' v v' x₀ = W) :
    SolvesErmakov W q (amplitude u v)
      (fun x => (u x * u' x + v x * v' x) / amplitude u v x) := by
  intro x
  have hw : wronskian u u' v v' x = W := (wronskian_const hu hv x x₀).trans h₀
  have hρ : 0 < amplitude u v x := amplitude_pos (hw.trans_ne hW)
  have hd := amplitude_hasDerivAt (hu x).1 (hv x).1 hρ
  refine ⟨hρ, hd, ?_⟩
  have hN : HasDerivAt (fun y => u y * u' y + v y * v' y)
      (u' x ^ 2 + v' x ^ 2 - q x * (u x ^ 2 + v x ^ 2)) x :=
    (((hu x).1.fun_mul (hu x).2).fun_add ((hv x).1.fun_mul (hv x).2)).congr_deriv (by ring)
  have hr : amplitude u v x ^ 2 = u x ^ 2 + v x ^ 2 := Real.sq_sqrt (by positivity)
  have alg : ∀ M N r k : ℝ, r ≠ 0 → M * r ^ 2 - N ^ 2 = W ^ 2 - k * r ^ 4 →
      (M * r - N * (N / r)) / r ^ 2 = W ^ 2 / r ^ 3 - k * r := by
    intro M N r k h0 h
    have e : (M * r - N * (N / r)) / r ^ 2 = (M * r ^ 2 - N ^ 2) / r ^ 3 := by field_simp
    rw [e, h]
    field_simp
  refine (hN.fun_div hd hρ.ne').congr_deriv (alg _ _ _ _ hρ.ne' ?_)
  -- Lagrange's identity turns the remaining terms into the squared Wronskian
  unfold wronskian at hw
  linear_combination (u' x ^ 2 + v' x ^ 2 + q x * amplitude u v x ^ 2) * hr +
    (u x * v' x - u' x * v x + W) * hw
```

The theorem reads: if `u` and `v` solve the equation with the same `q`, and their Wronskian at one point `x₀` equals a nonzero `W`, then the amplitude, with slope $N/\rho$, is a positive solution of the Ermakov–Pinney equation on the whole line.

In the proof, `hw` carries the Wronskian from `x₀` to an arbitrary `x`, `hN` is the formula for $N'$, and `hr` is $\rho^2=u^2+v^2$. The auxiliary statement `alg` does the division by $\rho^3$ once, for general real numbers. It leaves the polynomial equation $N'\rho^2-N^2=W^2-q\rho^4$, which `linear_combination` derives from `hr` and `hw`. The factor multiplying `hw` is the Wronskian plus $W$, which turns the equality of the two into equality of their squares.

## Unit Wronskian, with ordinary derivatives

For $W=1$ the equation is

$$\rho''+q\rho=\frac{1}{\rho^3}.$$

The next theorem states it with Lean's `deriv`, so the slope functions disappear from the conclusion.

```lean
/-- Milne amplitude: if two real solutions of `ψ'' = -q ψ` have unit Wronskian at one point,
then `ρ = √(u² + v²)` is positive, twice differentiable, and obeys `ρ'' + q ρ = 1 / ρ³`. -/
theorem milne_amplitude (hu : SolvesSchrodinger q u u') (hv : SolvesSchrodinger q v v')
    (x₀ : ℝ) (h₀ : u x₀ * v' x₀ - u' x₀ * v x₀ = 1) :
    (∀ x, 0 < amplitude u v x) ∧ Differentiable ℝ (amplitude u v) ∧
      Differentiable ℝ (deriv (amplitude u v)) ∧
      ∀ x, deriv (deriv (amplitude u v)) x + q x * amplitude u v x
        = 1 / amplitude u v x ^ 3 := by
  have h := amplitude_solvesErmakov hu hv one_ne_zero x₀ h₀
  have hd : deriv (amplitude u v) =
      fun x => (u x * u' x + v x * v' x) / amplitude u v x :=
    funext fun x => (h x).2.1.deriv
  refine ⟨fun x => (h x).1, fun x => (h x).2.1.differentiableAt, ?_, fun x => ?_⟩
  · rw [hd]
    exact fun x => (h x).2.2.differentiableAt
  · rw [hd, (h x).2.2.deriv]
    ring
```

The two `Differentiable` clauses say that $\rho$ and $\rho'$ are differentiable everywhere. They give the equation its meaning, since `deriv` returns zero at a point where no derivative exists. Continuity of $\rho''$ is not claimed, which fits an arbitrary $q$.

A small example shows what a vanishing Wronskian can do. Take $q=0$ and $u=v=x$. Both functions solve $\psi''=0$, though they grow without bound and are not physical states on the whole line, and their Wronskian is $x\cdot1-1\cdot x=0$. The amplitude is $\sqrt2\,|x|$, which vanishes at the origin and has no derivative there. With no condition on the Wronskian, then, both positivity and differentiability can fail. They need not fail: $u=v=1$ also has zero Wronskian, and its amplitude is the constant $\sqrt2$.

## From amplitude and phase back to a wave function

Now start from a positive solution $\rho$ of the Ermakov–Pinney equation and a phase with $\theta'=W/\rho^2$. In the language of currents, the phase gradient times the density is constant. Set $\psi=\rho\cos\theta$. Then

$$\psi'=\rho'\cos\theta-\rho\theta'\sin\theta=\rho'\cos\theta-\frac{W}{\rho}\sin\theta.$$

Differentiating again,

$$\psi''=\rho''\cos\theta-\rho'\theta'\sin\theta+\frac{W\rho'}{\rho^2}\sin\theta-\frac{W}{\rho}\theta'\cos\theta.$$

The two sine terms cancel, because $\theta'=W/\rho^2$. What remains is

$$\psi''=\left(\rho''-\frac{W^2}{\rho^3}\right)\cos\theta=-q\rho\cos\theta=-q\psi.$$

```lean
/-- Phase-amplitude form, the converse construction: if `ρ` is a positive solution of the
Ermakov-Pinney equation and the phase obeys `θ' = W / ρ²`, then `ρ cos θ` solves
`ψ'' = -q ψ`. -/
theorem phase_amplitude (hρ : SolvesErmakov W q ρ ρ')
    (hθ : ∀ x, HasDerivAt θ (W / ρ x ^ 2) x) :
    SolvesSchrodinger q (fun x => ρ x * Real.cos (θ x))
      (fun x => ρ' x * Real.cos (θ x) - W / ρ x * Real.sin (θ x)) := by
  intro x
  obtain ⟨hpos, h1, h2⟩ := hρ x
  have h0 : ρ x ≠ 0 := hpos.ne'
  constructor
  · have e : ρ x * (W / ρ x ^ 2) = W / ρ x := by field_simp
    refine (h1.fun_mul (hθ x).cos).congr_deriv ?_
    linear_combination (-Real.sin (θ x)) * e
  · -- the term `W² / ρ³` in `ρ''` cancels against the one produced by the derivative of the phase
    refine ((h2.fun_mul (hθ x).cos).fun_sub
      (((hasDerivAt_const x W).fun_div h1 h0).fun_mul (hθ x).sin)).congr_deriv ?_
    ring
```

The two bullets of the Lean proof are these two differentiations. The phase is a hypothesis, and $W$ may be any real number, including zero. Since only the derivative of $\theta$ is prescribed, a constant shift of the phase is allowed, and a shift by $-\pi/2$ gives the solution $\rho\sin\theta$. The theorem produces solutions of this form; it does not say that every solution has it.

## A conserved quantity for every solution

Let $\psi$ be any real solution with the same $q$ as $\rho$, and put $B=\rho\psi'-\rho'\psi$. The quotient rule gives $(\psi/\rho)'=B/\rho^2$. The potential cancels from the derivative of $B$:

$$B'=\rho\psi''-\rho''\psi=-q\rho\psi-\left(\frac{W^2}{\rho^3}-q\rho\right)\psi=-\frac{W^2\psi}{\rho^3}.$$

Therefore

$$\left[W^2\left(\frac{\psi}{\rho}\right)^2+B^2\right]'=2W^2\,\frac{\psi}{\rho}\,\frac{B}{\rho^2}-2B\,\frac{W^2\psi}{\rho^3}=0.$$

```lean
/-- Ermakov-Lewis invariant: for any real solution `ψ` of `ψ'' = -q ψ` and any positive
solution `ρ` of the Ermakov-Pinney equation with the same `q`, the quantity
`W² (ψ/ρ)² + (ρ ψ' - ρ' ψ)²` takes the same value at any two points. -/
theorem ermakov_lewis_invariant (hρ : SolvesErmakov W q ρ ρ')
    (hψ : SolvesSchrodinger q ψ ψ') (x y : ℝ) :
    W ^ 2 * (ψ x / ρ x) ^ 2 + (ρ x * ψ' x - ρ' x * ψ x) ^ 2 =
      W ^ 2 * (ψ y / ρ y) ^ 2 + (ρ y * ψ' y - ρ' y * ψ y) ^ 2 := by
  have h : ∀ x, HasDerivAt
      (fun x => W ^ 2 * (ψ x / ρ x) ^ 2 + (ρ x * ψ' x - ρ' x * ψ x) ^ 2) 0 x := by
    intro x
    obtain ⟨hpos, h1, h2⟩ := hρ x
    have hA := (hψ x).1.fun_div h1 hpos.ne'
    -- the potential drops out of the derivative of `ρ ψ' - ρ' ψ`
    have hB : HasDerivAt (fun x => ρ x * ψ' x - ρ' x * ψ x)
        (-(W ^ 2 * ψ x / ρ x ^ 3)) x :=
      ((h1.fun_mul (hψ x).2).fun_sub (h2.fun_mul (hψ x).1)).congr_deriv (by ring)
    refine (((hA.fun_pow 2).const_mul (W ^ 2)).fun_add (hB.fun_pow 2)).congr_deriv ?_
    simp only [Nat.reduceSub, Nat.cast_ofNat, pow_one]
    ring
  exact is_const_of_deriv_eq_zero (fun x => (h x).differentiableAt) (fun x => (h x).deriv) x y
```

This is the Ermakov–Lewis invariant. Textbooks often include a factor $1/2$ and use time as the variable, for an oscillator with a changing frequency; here the variable is position. For $\psi=C\rho\cos\theta$ with constant $C$ and the phase above, its value is $C^2W^2$, so for $W\neq0$ it records $|C|$, the overall strength of the wave; for $W=0$ it is zero whatever $C$ is. In Lean, `hA` and `hB` are the derivatives of $\psi/\rho$ and $B$, and the last steps repeat those of the Wronskian proof.

## The amplitude at zero kinetic energy

When the energy equals a constant potential, $q=0$, and the functions $u=1$ and $v=x$ are solutions with Wronskian $1\cdot1-0\cdot x=1$. Their amplitude is $\rho=\sqrt{1+x^2}$, and differentiation confirms the equation:

$$\rho'=\frac{x}{\rho},\qquad \rho''=\frac{\rho^2-x^2}{\rho^3}=\frac{1}{\rho^3}.$$

The solution $v=x$ has a node at the origin, where the amplitude takes its smallest value, 1. Since it grows without bound, it is not a physical state on the whole line; it serves here only as a second solution of the equation.

Lean obtains this case from the general theorem: `hu` and `hv` verify the two solutions, the Wronskian is evaluated at the origin, and `e` identifies the amplitude with $\sqrt{1+x^2}$.

```lean
/-- For `q = 0` the function `√(1 + x²)`, with slope `x / √(1 + x²)`, is a positive solution
of the Ermakov-Pinney equation with `W = 1`. -/
theorem free_amplitude :
    SolvesErmakov 1 (fun _ => 0) (fun x => Real.sqrt (1 + x ^ 2))
      (fun x => x / Real.sqrt (1 + x ^ 2)) := by
  -- the two solutions are the constant `1` and the linear function `x`
  have hu : SolvesSchrodinger (fun _ => 0) (fun _ => 1) (fun _ => 0) := fun x =>
    ⟨hasDerivAt_const x (1 : ℝ), (hasDerivAt_const x (0 : ℝ)).congr_deriv (by simp)⟩
  have hv : SolvesSchrodinger (fun _ => 0) (fun x => x) (fun _ => 1) := fun x =>
    ⟨hasDerivAt_id' x, (hasDerivAt_const x (1 : ℝ)).congr_deriv (by simp)⟩
  have h := amplitude_solvesErmakov hu hv one_ne_zero 0 (by simp [wronskian])
  have e : amplitude (fun _ => 1) (fun x => x) = fun x => Real.sqrt (1 + x ^ 2) := by
    funext x
    simp [amplitude]
  simpa [e] using h

end

end MilneAmplitude
```

```lean
#print axioms MilneAmplitude.amplitude_solvesErmakov
#print axioms MilneAmplitude.milne_amplitude
#print axioms MilneAmplitude.ermakov_lewis_invariant
#print axioms MilneAmplitude.free_amplitude
```

```
'MilneAmplitude.amplitude_solvesErmakov' depends on axioms: [propext, Classical.choice, Quot.sound]
'MilneAmplitude.milne_amplitude' depends on axioms: [propext, Classical.choice, Quot.sound]
'MilneAmplitude.ermakov_lewis_invariant' depends on axioms: [propext, Classical.choice, Quot.sound]
'MilneAmplitude.free_amplitude' depends on axioms: [propext, Classical.choice, Quot.sound]
```
